# Normalised exchange holes with integrable $u^2h(u)$ share the leading long-range energy $-w/\sqrt\pi$ per electron

Let $h(u)$ be an exchange hole, spherically averaged, at interelectronic distance $u$. If $u^2h(u)$ is integrable on $(0,\infty)$ and the hole has charge $-1$, its exchange energy per electron $E(w)$ for the long-range interaction $\operatorname{erf}(wu)/u$, in atomic units, satisfies

$$\lim_{w\to0^+}\frac{E(w)}{w}=-\frac1{\sqrt\pi}.$$

The shape of the hole does not enter.

## An electron and its hole at long range

Range separation splits the Coulomb repulsion $1/u$ into a long-range part $\operatorname{erf}(wu)/u$ and a short-range remainder. The parameter $w$, often written $\omega$ or $\mu$, is an inverse length. In atomic units, half the interaction of an electron with its hole gives

$$E(w)=\frac12\int_0^\infty 4\pi u^2h(u)\frac{\operatorname{erf}(wu)}u\,du=\int_0^\infty2\pi u\,h(u)\operatorname{erf}(wu)\,du.$$

The hole charge is $q=\int_0^\infty4\pi u^2h(u)\,du$. The condition $q=-1$ is the exchange sum rule: the hole removes exactly one electron.

## Four statements about the hole

In Lean, `h : ℝ → ℝ` is the hole, `holeCharge h` is $q$ and `lrExchange w h` is $E(w)$. Integrals run over `Ioi 0`, the open half-line $(0,\infty)$, and `𝓝[>] 0` means that $w$ approaches zero from above. All four theorems assume that $u^2h$ is integrable.

- `tendsto_lrExchange`: $E(w)/w\to q/\sqrt\pi$ for any hole charge.
- `tendsto_lrExchange_of_normalised`: if $q=-1$, the limit is $-1/\sqrt\pi$.
- `normalised_of_tendsto_lrExchange`: conversely, this limit forces $q=-1$.
- `lrExchange_error`: if $u^4h$ is also integrable, then for every $w>0$
$$\left|\frac{E(w)}w-\frac q{\sqrt\pi}\right|\le\frac{w^2}{3\sqrt\pi}\int_0^\infty4\pi u^4|h(u)|\,du.$$

No sign is imposed on $h$. The step from a many-electron wavefunction to an averaged hole with these properties is assumed, not derived.

## From the Gaussian to the limit

For every real $t$, $1-t^2\le e^{-t^2}\le1$. Integrating from $0$ to $x\ge0$ and multiplying by $2/\sqrt\pi$ gives

$$\frac2{\sqrt\pi}\left(x-\frac{x^3}3\right)\le\operatorname{erf}x\le\frac2{\sqrt\pi}x.$$

With $x=wu$, the upper bound yields

$$\frac1w\left|2\pi u\,h(u)\operatorname{erf}(wu)\right|\le\frac{4\pi}{\sqrt\pi}\,u^2|h(u)|.$$

The right side is integrable and independent of $w$. Since $\operatorname{erf}'(0)=2/\sqrt\pi$, at each $u$ we have $\operatorname{erf}(wu)/w\to2u/\sqrt\pi$. Dominated convergence then gives

$$\frac{E(w)}w\to\int_0^\infty2\pi u\,h(u)\frac{2u}{\sqrt\pi}\,du=\frac q{\sqrt\pi}.$$

Setting $q=-1$ gives the normalised case. If instead the limit is known to be $-1/\sqrt\pi$, uniqueness of limits gives $q=-1$.

For the error, write

$$\frac{E(w)}w-\frac q{\sqrt\pi}=\int_0^\infty\frac{2\pi u\,h(u)}w\left[\operatorname{erf}(wu)-\frac{2wu}{\sqrt\pi}\right]du.$$

The bracket is at most $2(wu)^3/(3\sqrt\pi)$ in magnitude, so the integrand is at most $\frac{w^2}{3\sqrt\pi}4\pi u^4|h(u)|$.

## A hole squeezed onto a shell

As a toy model, concentrate the charge $-1$ on a thin shell of radius $R>0$. The averaged exchange hole of a real system is nonzero at $u=0$, so this shell only illustrates the mathematics. In this limiting picture $E(w)=-\operatorname{erf}(wR)/(2R)$, and $E(w)/w\to-1/\sqrt\pi$ for every $R$. The radius appears only in the correction.

## The same term from orbitals

For a single determinant of $N$ electrons in a finite system, long-range exact exchange is a sum of exchange integrals over pairs of occupied spin orbitals, with prefactor $-\tfrac12$. At small $w$ the kernel $\operatorname{erf}(wu)/u$ approaches the constant $2w/\sqrt\pi$. Orthonormality then leaves only the $N$ diagonal terms, and the energy is $-Nw/\sqrt\pi$ to leading order. At $w=0.01$ bohr$^{-1}$ this is about $-0.0056$ hartree per electron.

## The Lean file and its proof

```lean
import Mathlib

open MeasureTheory Set Filter Topology Real

namespace LongRangeExchange

noncomputable section

/-- The error function, `(2/√π) ∫₀ˣ exp(-t²) dt`. -/
def erf (x : ℝ) : ℝ := 2 / √π * ∫ t in (0 : ℝ)..x, Real.exp (-t ^ 2)

/-- The charge `∫ 4π u² h(u) du` of a spherically averaged exchange hole `h`. -/
def holeCharge (h : ℝ → ℝ) : ℝ := ∫ u in Ioi (0 : ℝ), 4 * π * u ^ 2 * h u

/-- The long-range exchange energy per electron of the hole `h`, for the interaction
`erf(w u)/u` with range-separation parameter `w`. -/
def lrExchange (w : ℝ) (h : ℝ → ℝ) : ℝ :=
  ∫ u in Ioi (0 : ℝ), 2 * π * u * h u * erf (w * u)

/-- The slope of the error function is the Gaussian `(2/√π) exp(-x²)`. -/
theorem hasDerivAt_erf (x : ℝ) :
    HasDerivAt erf (2 / √π * Real.exp (-x ^ 2)) x := by
  have hc : Continuous (fun t : ℝ => Real.exp (-t ^ 2)) := by fun_prop
  exact (hc.integral_hasStrictDerivAt 0 x).hasDerivAt.const_mul (2 / √π)

/-- For `x ≥ 0` the error function is nonnegative and lies between its cubic and its linear
Taylor polynomial at the origin. -/
theorem erf_bounds {x : ℝ} (hx : 0 ≤ x) :
    0 ≤ erf x ∧ 2 / √π * (x - x ^ 3 / 3) ≤ erf x ∧ erf x ≤ 2 / √π * x := by
  have hc : Continuous (fun t : ℝ => Real.exp (-t ^ 2)) := by fun_prop
  have hq : Continuous (fun t : ℝ => 1 - t ^ 2) := by fun_prop
  have h1 : Continuous (fun _ : ℝ => (1 : ℝ)) := continuous_const
  have hp : (0 : ℝ) ≤ 2 / √π := by positivity
  have i1 : ∫ _t in (0 : ℝ)..x, (1 : ℝ) = x := by simp
  have i2 : ∫ t in (0 : ℝ)..x, (1 - t ^ 2) = x - x ^ 3 / 3 := by
    rw [intervalIntegral.integral_sub (h1.intervalIntegrable _ _)
      ((continuous_pow 2).intervalIntegrable _ _), integral_pow]
    norm_num
  refine ⟨mul_nonneg hp (intervalIntegral.integral_nonneg hx fun t _ => (Real.exp_pos _).le),
    mul_le_mul_of_nonneg_left ?_ hp, mul_le_mul_of_nonneg_left ?_ hp⟩
  · rw [← i2]
    refine intervalIntegral.integral_mono_on hx (hq.intervalIntegrable _ _)
      (hc.intervalIntegrable _ _) fun t _ => ?_
    linarith [Real.add_one_le_exp (-t ^ 2)]
  · calc ∫ t in (0 : ℝ)..x, Real.exp (-t ^ 2) ≤ ∫ _t in (0 : ℝ)..x, (1 : ℝ) :=
          intervalIntegral.integral_mono_on hx (hc.intervalIntegrable _ _)
            (h1.intervalIntegrable _ _)
            fun t _ => Real.exp_le_one_iff.2 (by linarith [sq_nonneg t])
      _ = x := i1

/-- At each fixed distance `u`, `erf(w u)/w` tends to `2u/√π` as `w → 0+`. -/
theorem tendsto_erf_div (u : ℝ) :
    Tendsto (fun w => erf (w * u) / w) (𝓝[>] 0) (𝓝 (2 / √π * u)) := by
  have h0 : HasDerivAt (fun w => erf (w * u)) (2 / √π * u) 0 := by
    have h1 := HasDerivAt.comp (h := fun w : ℝ => w * u) (0 : ℝ)
      (hasDerivAt_erf (0 * u)) (hasDerivAt_mul_const u)
    simpa [Function.comp_def] using h1
  have hs : Ioi (0 : ℝ) ⊆ {0}ᶜ := fun x (hx : 0 < x) => hx.ne'
  have z : erf 0 = 0 := by simp [erf]
  refine (h0.tendsto_slope_zero.mono_left (nhdsWithin_mono 0 hs)).congr fun w => ?_
  simp only [zero_add, zero_mul, z, sub_zero, smul_eq_mul]
  ring

/-- For `w, u > 0` and a hole value `y`, the long-range energy integrand is in absolute value at
most `w` times a fixed multiple of `|u² y|`. -/
theorem integrand_bound {w u : ℝ} (hw : 0 < w) (hu : 0 < u) (y : ℝ) :
    |2 * π * u * y * erf (w * u)| ≤ w * (4 * π / √π * |u ^ 2 * y|) := by
  have b := erf_bounds (mul_pos hw hu).le
  have e1 : |2 * π * u * y * erf (w * u)| = 2 * π * u * |y| * erf (w * u) := by
    rw [abs_mul, abs_mul, abs_of_nonneg b.1, abs_of_pos (by positivity : 0 < 2 * π * u)]
  have e2 : |u ^ 2 * y| = u ^ 2 * |y| := by
    rw [abs_mul, abs_of_pos (by positivity : 0 < u ^ 2)]
  rw [e1, e2]
  calc 2 * π * u * |y| * erf (w * u) ≤ 2 * π * u * |y| * (2 / √π * (w * u)) :=
        mul_le_mul_of_nonneg_left b.2.2 (by positivity)
    _ = w * (4 * π / √π * (u ^ 2 * |y|)) := by ring

/-- If `u² h(u)` is integrable, the integral defining the long-range exchange energy converges
for every `w > 0`. -/
theorem integrable_lrExchange {h : ℝ → ℝ} {w : ℝ} (hw : 0 < w)
    (hint : IntegrableOn (fun u => u ^ 2 * h u) (Ioi 0)) :
    IntegrableOn (fun u => 2 * π * u * h u * erf (w * u)) (Ioi 0) := by
  have he : Measurable erf :=
    (continuous_iff_continuousAt.2 fun x => (hasDerivAt_erf x).continuousAt).measurable
  -- measurability is inherited from `u² h(u)`, since `u ≠ 0` on the domain
  have hm : AEStronglyMeasurable (fun u => (u ^ 2 * h u) * (2 * π * u⁻¹ * erf (w * u)))
      (volume.restrict (Ioi 0)) :=
    hint.aestronglyMeasurable.mul ((measurable_inv.const_mul (2 * π)).mul
      (he.comp (measurable_const_mul w))).aestronglyMeasurable
  refine Integrable.mono' ((Integrable.abs hint).const_mul (4 * π / √π) |>.const_mul w)
    (hm.congr ?_) ?_
  · filter_upwards [ae_restrict_mem measurableSet_Ioi] with u hu
    have hu0 : u ≠ 0 := (mem_Ioi.1 hu).ne'
    field_simp
  · filter_upwards [ae_restrict_mem measurableSet_Ioi] with u hu
    exact integrand_bound hw hu (h u)

/-- If `u² h(u)` is integrable, the long-range exchange energy per electron divided by `w`
tends to the hole charge over `√π` as `w → 0+`. -/
theorem tendsto_lrExchange {h : ℝ → ℝ}
    (hint : IntegrableOn (fun u => u ^ 2 * h u) (Ioi 0)) :
    Tendsto (fun w => 1 / w * lrExchange w h) (𝓝[>] 0) (𝓝 (holeCharge h / √π)) := by
  have e : ∀ w, 1 / w * lrExchange w h =
      ∫ u in Ioi (0 : ℝ), 1 / w * (2 * π * u * h u * erf (w * u)) := fun w => by
    unfold lrExchange
    rw [integral_const_mul]
  have e' : holeCharge h / √π = ∫ u in Ioi (0 : ℝ), 1 / √π * (4 * π * u ^ 2 * h u) := by
    unfold holeCharge
    rw [integral_const_mul]
    ring
  simp only [e]
  rw [e']
  -- dominated convergence with the `w`-independent bound `(4π/√π) |u² h(u)|`
  refine tendsto_integral_filter_of_dominated_convergence
    (fun u => 4 * π / √π * |u ^ 2 * h u|) ?_ ?_ ((Integrable.abs hint).const_mul _) ?_
  · filter_upwards [self_mem_nhdsWithin] with w hw
    exact ((integrable_lrExchange hw hint).aestronglyMeasurable).const_mul (1 / w)
  · filter_upwards [self_mem_nhdsWithin] with w hw
    have hw' : 0 < w := hw
    filter_upwards [ae_restrict_mem measurableSet_Ioi] with u hu
    have a : |1 / w * (2 * π * u * h u * erf (w * u))| =
        1 / w * |2 * π * u * h u * erf (w * u)| :=
      (abs_mul _ _).trans (by rw [abs_of_pos (one_div_pos.2 hw')])
    rw [Real.norm_eq_abs, a, one_div, inv_mul_le_iff₀ hw']
    exact integrand_bound hw' hu (h u)
  · refine ae_of_all _ fun u => ?_
    have t : Tendsto (fun w => 1 / w * (2 * π * u * h u * erf (w * u))) (𝓝[>] 0)
        (𝓝 (1 / √π * (4 * π * u ^ 2 * h u))) := by
      have e1 : (fun w => 1 / w * (2 * π * u * h u * erf (w * u))) =
          fun w => 2 * π * u * h u * (erf (w * u) / w) := by
        funext w
        ring
      have e2 : 1 / √π * (4 * π * u ^ 2 * h u) = 2 * π * u * h u * (2 / √π * u) := by ring
      rw [e1, e2]
      exact (tendsto_erf_div u).const_mul _
    exact t

/-- For every exchange hole with `u² h(u)` integrable and charge `-1`, the long-range exchange
energy per electron divided by `w` tends to `-1/√π` as `w → 0+`. -/
theorem tendsto_lrExchange_of_normalised {h : ℝ → ℝ}
    (hint : IntegrableOn (fun u => u ^ 2 * h u) (Ioi 0)) (hq : holeCharge h = -1) :
    Tendsto (fun w => 1 / w * lrExchange w h) (𝓝[>] 0) (𝓝 (-1 / √π)) := by
  rw [← hq]
  exact tendsto_lrExchange hint

/-- Conversely, if `u² h(u)` is integrable and the long-range exchange energy per electron
divided by `w` tends to `-1/√π` as `w → 0+`, then the hole has charge `-1`. -/
theorem normalised_of_tendsto_lrExchange {h : ℝ → ℝ}
    (hint : IntegrableOn (fun u => u ^ 2 * h u) (Ioi 0))
    (hl : Tendsto (fun w => 1 / w * lrExchange w h) (𝓝[>] 0) (𝓝 (-1 / √π))) :
    holeCharge h = -1 := by
  have hp : √π ≠ 0 := (Real.sqrt_pos.2 Real.pi_pos).ne'
  exact (div_left_inj' hp).1 (tendsto_nhds_unique (tendsto_lrExchange hint) hl)

/-- If `u² h(u)` and `u⁴ h(u)` are integrable, then for every `w > 0` the long-range exchange
energy divided by `w` differs from the hole charge over `√π` by at most
`w²/(3√π) ∫ 4π u⁴ |h(u)| du`. -/
theorem lrExchange_error {h : ℝ → ℝ} {w : ℝ} (hw : 0 < w)
    (hint : IntegrableOn (fun u => u ^ 2 * h u) (Ioi 0))
    (hint4 : IntegrableOn (fun u => u ^ 4 * h u) (Ioi 0)) :
    |1 / w * lrExchange w h - holeCharge h / √π| ≤
      w ^ 2 / (3 * √π) * ∫ u in Ioi (0 : ℝ), 4 * π * u ^ 4 * |h u| := by
  have A : Integrable (fun u => 1 / w * (2 * π * u * h u * erf (w * u)))
      (volume.restrict (Ioi 0)) := Integrable.const_mul (integrable_lrExchange hw hint) _
  have B : Integrable (fun u => 1 / √π * (4 * π * u ^ 2 * h u))
      (volume.restrict (Ioi 0)) := by
    refine (Integrable.const_mul hint (1 / √π * (4 * π))).congr (ae_of_all _ fun u => ?_)
    show 1 / √π * (4 * π) * (u ^ 2 * h u) = 1 / √π * (4 * π * u ^ 2 * h u)
    ring
  have G : Integrable (fun u => w ^ 2 / (3 * √π) * (4 * π * u ^ 4 * |h u|))
      (volume.restrict (Ioi 0)) := by
    refine (Integrable.const_mul (Integrable.abs hint4) (w ^ 2 / (3 * √π) * (4 * π))).congr
      (ae_of_all _ fun u => ?_)
    show w ^ 2 / (3 * √π) * (4 * π) * |u ^ 4 * h u| = w ^ 2 / (3 * √π) * (4 * π * u ^ 4 * |h u|)
    rw [abs_mul, abs_of_nonneg (by positivity : 0 ≤ u ^ 4)]
    ring
  have e : 1 / w * lrExchange w h - holeCharge h / √π = ∫ u in Ioi (0 : ℝ),
      (1 / w * (2 * π * u * h u * erf (w * u)) - 1 / √π * (4 * π * u ^ 2 * h u)) := by
    rw [integral_sub A B, integral_const_mul, integral_const_mul]
    unfold lrExchange holeCharge
    ring
  rw [e, ← integral_const_mul, ← Real.norm_eq_abs]
  refine norm_integral_le_of_norm_le G ?_
  filter_upwards [ae_restrict_mem measurableSet_Ioi] with u hu
  have hu' : 0 < u := hu
  have b := erf_bounds (mul_pos hw hu').le
  have c := mul_inv_cancel₀ hw.ne'
  -- the integrand is the hole times the deviation of `erf` from its linear part
  have e3 : 1 / w * (2 * π * u * h u * erf (w * u)) - 1 / √π * (4 * π * u ^ 2 * h u) =
      2 * π * u / w * h u * (erf (w * u) - 2 / √π * (w * u)) := by
    linear_combination (4 * π * u ^ 2 * h u / √π) * c
  have d : |erf (w * u) - 2 / √π * (w * u)| ≤ 2 / √π * ((w * u) ^ 3 / 3) := by
    have p : 0 ≤ 2 / √π * ((w * u) ^ 3 / 3) := by positivity
    have l := b.2.1
    rw [mul_sub] at l
    exact abs_le.2 ⟨by linarith, by linarith [b.2.2]⟩
  rw [Real.norm_eq_abs, e3, abs_mul, abs_mul, abs_of_pos (by positivity : 0 < 2 * π * u / w)]
  calc 2 * π * u / w * |h u| * |erf (w * u) - 2 / √π * (w * u)|
      ≤ 2 * π * u / w * |h u| * (2 / √π * ((w * u) ^ 3 / 3)) :=
        mul_le_mul_of_nonneg_left d (by positivity)
    _ = w ^ 2 / (3 * √π) * (4 * π * u ^ 4 * |h u|) := by
        linear_combination (4 / 3 * π * u ^ 4 * |h u| / √π * w ^ 2) * c

end

end LongRangeExchange
```

```lean
#print axioms LongRangeExchange.tendsto_lrExchange_of_normalised
#print axioms LongRangeExchange.normalised_of_tendsto_lrExchange
#print axioms LongRangeExchange.lrExchange_error
```

```
'LongRangeExchange.tendsto_lrExchange_of_normalised' depends on axioms: [propext, Classical.choice, Quot.sound]
'LongRangeExchange.normalised_of_tendsto_lrExchange' depends on axioms: [propext, Classical.choice, Quot.sound]
'LongRangeExchange.lrExchange_error' depends on axioms: [propext, Classical.choice, Quot.sound]
```

`hasDerivAt_erf` is the fundamental theorem of calculus, and `erf_bounds` integrates the two Gaussian inequalities. `tendsto_erf_div` applies the chain rule to $w\mapsto\operatorname{erf}(wu)$ at zero and reads the derivative as a limit of slopes.

`integrand_bound` is the dominating estimate. `integrable_lrExchange` uses it to show that $E(w)$ converges; measurability of the integrand comes from that of $u^2h$, by dividing out powers of $u>0$.

In `tendsto_lrExchange`, the factor $1/w$ moves inside the integral, and `tendsto_integral_filter_of_dominated_convergence` receives the bound and the pointwise limit. The normalised case substitutes the charge; the converse uses `tendsto_nhds_unique` and cancels $\sqrt\pi$.

`lrExchange_error` combines the two integrals into one, factors the integrand as in the derivation (`e3`), and bounds the bracket (`d`). Then `norm_integral_le_of_norm_le` carries the pointwise estimate over to the integral.
